# Langreth rules for the convolution on the two-branch Keldysh contour

The real-time Kadanoff–Baym equations for the greater and lesser components are obtained by rewriting the collision term $\int_C \Sigma(z,w)G(w,z')\,dw$, with self-energy $\Sigma$, Green's function $G$ and contour points $z,w,z'$, as ordinary time integrals. The problems below justify that rewriting for functions with continuous greater and lesser components on a finite two-branch contour $C$, with no imaginary-time branch and no time-local (delta) part in $\Sigma$. The lesser and greater rules are proved, together with the formula for their difference in (j); the retarded and advanced rules for the convolution are not stated as separate theorems.

## Setting

```lean
import Mathlib

open MeasureTheory Set

namespace KeldyshConvolution

noncomputable section
```

A contour point is a pair of a branch, `fwd` or `bwd`, and a real time. `Later` orders forward points by increasing time, backward points by decreasing time, and puts every backward point after every forward one.

```lean
/-- The two branches of the Keldysh contour. -/
inductive Branch
  | fwd
  | bwd

open Branch

/-- `Later z w`: the point `z` comes after `w` on the contour, which runs forward in time on the
forward branch and then backward in time on the backward branch. -/
def Later : Branch × ℝ → Branch × ℝ → Prop
  | (fwd, t), (fwd, s) => s < t
  | (fwd, _), (bwd, _) => False
  | (bwd, _), (fwd, _) => True
  | (bwd, t), (bwd, s) => t < s
```

A two-time function $G$ is a pair $(G^>,G^<)$ with values in a normed real algebra `R`, which need not commute; no factors of $i$ and no symmetry between the components are imposed. The intended cases are complete, such as $\mathbb{C}$ or matrices with an operator norm. Completeness is not assumed, and without it Mathlib sets every integral to zero. `Cont` demands joint continuity on all of $\mathbb{R}^2$.

```lean
/-- A two-time function given by its greater and lesser components. -/
structure TwoTime (R : Type*) where
  gt : ℝ → ℝ → R
  lt : ℝ → ℝ → R

variable {R : Type*} [NormedRing R] [NormedAlgebra ℝ R]

/-- Both components are jointly continuous in the two times. -/
def TwoTime.Cont (G : TwoTime R) : Prop :=
  Continuous (Function.uncurry G.gt) ∧ Continuous (Function.uncurry G.lt)
```

The contour-ordered value is $G^>$ if the first point is later and $G^<$ otherwise, coinciding points included. With $\Delta G=G^>-G^<$ and the step function $\theta$, $\theta(0)=1$, set $G^R(t,s)=\theta(t-s)\Delta G(t,s)$ and $G^A(t,s)=-\theta(s-t)\Delta G(t,s)$.

```lean
open Classical in
/-- The contour-ordered function: `G>` if `z` is later than `w` on the contour, else `G<`. -/
def TwoTime.ord (G : TwoTime R) (z w : Branch × ℝ) : R :=
  if Later z w then G.gt z.2 w.2 else G.lt z.2 w.2

/-- The retarded component `θ(t - s) (G> - G<)(t, s)`. -/
def TwoTime.ret (G : TwoTime R) (t s : ℝ) : R := if s ≤ t then G.gt t s - G.lt t s else 0

/-- The advanced component `θ(s - t) (G< - G>)(t, s)`. -/
def TwoTime.adv (G : TwoTime R) (t s : ℝ) : R := if t ≤ s then G.lt t s - G.gt t s else 0
```

The contour runs from the initial time $t_0$ to the turning time $T$ and back, so $\int_C f=\int_{t_0}^T f(\mathrm{fwd},s)\,ds-\int_{t_0}^T f(\mathrm{bwd},s)\,ds$. For two-time functions $A,B$, the convolution is $(A*B)(z,z')=\int_C A(z,w)B(w,z')\,dw$.

```lean
/-- The integral along the contour `t0 → T → t0`: forward branch minus backward branch. -/
def contourIntegral (t0 T : ℝ) (f : Branch × ℝ → R) : R :=
  (∫ s in t0..T, f (fwd, s)) - ∫ s in t0..T, f (bwd, s)

/-- The contour convolution `∫_C A(z, w) B(w, z') dw` of contour-ordered functions. -/
def contourConv (t0 T : ℝ) (A B : TwoTime R) (z z' : Branch × ℝ) : R :=
  contourIntegral t0 T fun w => A.ord z w * B.ord w z'
```

Below, $A$ always has arguments $(t,s)$ and $B$ has $(s,t')$. `langreth` is the pair
$$L^{\gtrless}(t,t')=\int_{t_0}^{t}\Delta A\,B^{\gtrless}\,ds-\int_{t_0}^{t'}A^{\gtrless}\,\Delta B\,ds .$$

```lean
/-- The two-time function whose components are the real-time integrals
`∫_{t0}^{t} (A> - A<) B≷ - ∫_{t0}^{t'} A≷ (B> - B<)`. -/
def langreth (t0 : ℝ) (A B : TwoTime R) : TwoTime R where
  gt t t' := (∫ s in t0..t, (A.gt t s - A.lt t s) * B.gt s t')
    - ∫ s in t0..t', A.gt t s * (B.gt s t' - B.lt s t')
  lt t t' := (∫ s in t0..t, (A.gt t s - A.lt t s) * B.lt s t')
    - ∫ s in t0..t', A.lt t s * (B.gt s t' - B.lt s t')
```

## (a) Earlier and later times

Show that, on a given branch, the times before and the times after a fixed point $z$ form measurable sets.

*Solution.* On the branch of $z$ they are open half-lines; on the other branch they are empty or all of $\mathbb{R}$.

```lean
/-- On each branch, the times lying before or after a fixed contour point form measurable sets. -/
theorem later_measurable (z : Branch × ℝ) (b : Branch) :
    MeasurableSet {s | Later z (b, s)} ∧ MeasurableSet {s | Later (b, s) z} := by
  obtain ⟨c, t⟩ := z
  cases b <;> cases c <;> constructor <;> simp only [Later] <;>
    first
      | exact measurableSet_Iio
      | exact measurableSet_Ioi
      | exact MeasurableSet.const _
```

## (b) Switching

Show that the function equal to $f$ on a measurable set $P$ and to $g$ elsewhere is integrable on an interval where $f$ and $g$ are.

*Solution.* It equals $1_P f+1_{P^c}g$, with $1_P$ the indicator of $P$, and both terms are integrable.

```lean
omit [NormedAlgebra ℝ R] in
/-- Switching between two integrable functions on a measurable set of times gives an
integrable function. -/
theorem intervalIntegrable_ite {p : ℝ → Prop} [DecidablePred p] (hp : MeasurableSet {s | p s})
    {f g : ℝ → R} {a b : ℝ} (hf : IntervalIntegrable f volume a b)
    (hg : IntervalIntegrable g volume a b) :
    IntervalIntegrable (fun s => if p s then f s else g s) volume a b := by
  have e : (fun s => if p s then f s else g s)
      = indicator {s | p s} f + indicator {s | p s}ᶜ g := by
    funext s
    by_cases h : p s <;> simp [indicator, h]
  rw [e]
  exact ⟨(Integrable.indicator hf.1 hp).add (Integrable.indicator hg.1 hp.compl),
    (Integrable.indicator hf.2 hp).add (Integrable.indicator hg.2 hp.compl)⟩
```

## (c) Cutting

For continuous $X,Y$ and $t,t'\in[t_0,T]$, show
$$\int_{t_0}^T\big[\theta(t-s)X-\theta(t'-s)Y\big]ds=\int_{t_0}^tX\,ds-\int_{t_0}^{t'}Y\,ds .$$

*Solution.* Both terms are integrable by (b), so the integral splits; each step function lowers the upper limit (`cut`).

```lean
/-- Step functions `θ(t - s)` and `θ(t' - s)` cut an integral over `[t0, T]` at `t` and `t'`. -/
theorem integral_cut_sub {t0 T t t' : ℝ} (ht : t ∈ Icc t0 T) (ht' : t' ∈ Icc t0 T)
    {X Y : ℝ → R} (hX : Continuous X) (hY : Continuous Y) :
    ∫ s in t0..T, ((if s ≤ t then X s else 0) - (if s ≤ t' then Y s else 0))
      = (∫ s in t0..t, X s) - ∫ s in t0..t', Y s := by
  have cut : ∀ u ∈ Icc t0 T, ∀ f : ℝ → R,
      ∫ s in t0..T, (if s ≤ u then f s else 0) = ∫ s in t0..u, f s := by
    intro u hu f
    have e : (fun s => if s ≤ u then f s else 0) = fun s => indicator {x | x ≤ u} f s := by
      funext s
      by_cases h : s ≤ u <;> simp [indicator, h]
    rw [e]
    exact intervalIntegral.integral_indicator hu
  have hi : ∀ (u : ℝ) (f : ℝ → R), Continuous f →
      IntervalIntegrable (fun s => if s ≤ u then f s else 0) volume t0 T := fun u f hf =>
    intervalIntegrable_ite (p := fun s => s ≤ u) measurableSet_Iic (hf.intervalIntegrable _ _)
      (continuous_const.intervalIntegrable _ _)
  rw [intervalIntegral.integral_sub (hi t X hX) (hi t' Y hY), cut t ht, cut t' ht']
```

## (d) The integrand

For continuous $A,B$, show that $A(z,w)B(w,z')$ is integrable along each branch.

*Solution.* It switches among the four continuous products of a component of $A$ with one of $B$, on the sets of (a). Apply (b) in nested form.

```lean
omit [NormedAlgebra ℝ R] in
open Classical in
/-- The integrand of the contour convolution is integrable on each branch. -/
theorem integrand_integrable {A B : TwoTime R} (hA : A.Cont) (hB : B.Cont)
    (z z' : Branch × ℝ) (b : Branch) (t0 T : ℝ) :
    IntervalIntegrable (fun s => A.ord z (b, s) * B.ord (b, s) z') volume t0 T := by
  have e : (fun s => A.ord z (b, s) * B.ord (b, s) z') = fun s =>
      if Later z (b, s) then
        (if Later (b, s) z' then A.gt z.2 s * B.gt s z'.2 else A.gt z.2 s * B.lt s z'.2)
      else (if Later (b, s) z' then A.lt z.2 s * B.gt s z'.2 else A.lt z.2 s * B.lt s z'.2) := by
    funext s
    simp only [TwoTime.ord]
    split_ifs <;> rfl
  have m : ∀ {f g : ℝ → ℝ → R}, Continuous (Function.uncurry f) →
      Continuous (Function.uncurry g) →
      IntervalIntegrable (fun s => f z.2 s * g s z'.2) volume t0 T := fun hf hg =>
    ((hf.uncurry_left z.2).mul (hg.uncurry_right z'.2)).intervalIntegrable _ _
  rw [e]
  exact intervalIntegrable_ite (later_measurable z b).1
    (intervalIntegrable_ite (later_measurable z' b).2 (m hA.1 hB.1) (m hA.1 hB.2))
    (intervalIntegrable_ite (later_measurable z' b).2 (m hA.2 hB.1) (m hA.2 hB.2))
```

## (e) The main identity

For continuous $A,B$, times $t,t'\in[t_0,T]$, and $z=(b,t)$, $z'=(b',t')$ on any branches $b,b'$, show that $(A*B)(z,z')$ is $L^>(t,t')$ if $z$ is later than $z'$ and $L^<(t,t')$ otherwise.

*Solution.* By (d) the two branch integrals merge into $\int_{t_0}^T D(s)\,ds$, where $D$ is the forward minus the backward integrand. Take $s\ne t,t'$ and write $\theta=\theta(t-s)$, $\theta'=\theta(t'-s)$. The factors are:

| | $w$ forward | $w$ backward |
|---|---|---|
| $A$, $z$ forward | $A^<+\theta\Delta A$ | $A^<$ |
| $A$, $z$ backward | $A^>$ | $A^>-\theta\Delta A$ |
| $B$, $z'$ forward | $B^>-\theta'\Delta B$ | $B^>$ |
| $B$, $z'$ backward | $B^<$ | $B^<+\theta'\Delta B$ |

Let $D^{\gtrless}=\theta\Delta A\,B^{\gtrless}-\theta'A^{\gtrless}\Delta B$. Multiplying out for each $(b,b')$:

- fwd, bwd: $(A^<+\theta\Delta A)B^<-A^<(B^<+\theta'\Delta B)=D^<$.
- bwd, fwd: $A^>(B^>-\theta'\Delta B)-(A^>-\theta\Delta A)B^>=D^>$.
- fwd, fwd: $D=\theta\Delta A\,B^>-\theta'A^<\Delta B-\theta\theta'\Delta A\Delta B$. For $t'<t$, $\theta\theta'=\theta'$ gives $D^>$; otherwise $\theta\theta'=\theta$ gives $D^<$.
- bwd, bwd: $D=\theta\Delta A\,B^<-\theta'A^>\Delta B+\theta\theta'\Delta A\Delta B$. For $t<t'$, $\theta\theta'=\theta$ gives $D^>$; otherwise $\theta\theta'=\theta'$ gives $D^<$.

Part (c) turns $\int_{t_0}^T D^{\gtrless}ds$ into $L^{\gtrless}$. In Lean, `step` merges and cuts, `ff`, `bb`, `fb`, `bf` evaluate the table, and `tri` places $s$ strictly below or above each time. The last block checks every case by algebra that keeps the factor order, with `linarith` removing positions that contradict `hl`.

```lean
/-- For external times in `[t0, T]` on any two branches, the contour convolution equals the
contour-ordered function built from the real-time integrals `langreth t0 A B`. -/
theorem contourConv_eq {A B : TwoTime R} (hA : A.Cont) (hB : B.Cont) {t0 T t t' : ℝ}
    (ht : t ∈ Icc t0 T) (ht' : t' ∈ Icc t0 T) (b b' : Branch) :
    contourConv t0 T A B (b, t) (b', t') = (langreth t0 A B).ord (b, t) (b', t') := by
  -- it suffices to identify forward minus backward integrand away from the null set {t, t'}
  have step : ∀ X Y : ℝ → R, Continuous X → Continuous Y →
      (∀ s, s ≠ t → s ≠ t' → A.ord (b, t) (fwd, s) * B.ord (fwd, s) (b', t')
        - A.ord (b, t) (bwd, s) * B.ord (bwd, s) (b', t')
        = (if s ≤ t then X s else 0) - (if s ≤ t' then Y s else 0)) →
      contourConv t0 T A B (b, t) (b', t') = (∫ s in t0..t, X s) - ∫ s in t0..t', Y s := by
    intro X Y hX hY h
    have n : ∀ u : ℝ, ({u}ᶜ : Set ℝ) ∈ ae volume := fun u =>
      compl_mem_ae_iff.mpr Real.volume_singleton
    rw [← integral_cut_sub ht ht' hX hY]
    refine (intervalIntegral.integral_sub (integrand_integrable hA hB _ _ fwd t0 T)
      (integrand_integrable hA hB _ _ bwd t0 T)).symm.trans ?_
    apply intervalIntegral.integral_congr_ae
    filter_upwards [n t, n t'] with s hs hs' _
    exact h s hs hs'
  have tri : ∀ s u : ℝ, s ≠ u → (s < u ∧ s ≤ u ∧ ¬ u < s) ∨ (¬ s < u ∧ ¬ s ≤ u ∧ u < s) := by
    intro s u h
    rcases lt_or_gt_of_ne h with h | h
    · exact Or.inl ⟨h, h.le, not_lt.mpr h.le⟩
    · exact Or.inr ⟨not_lt.mpr h.le, not_le.mpr h, h⟩
  -- the contour-ordered function on each pair of branches
  have ff : ∀ (G : TwoTime R) (u v : ℝ),
      G.ord (fwd, u) (fwd, v) = if v < u then G.gt u v else G.lt u v := by
    intro G u v
    by_cases h : v < u
    · rw [if_pos h]; unfold TwoTime.ord; exact if_pos (show Later (fwd, u) (fwd, v) from h)
    · rw [if_neg h]; unfold TwoTime.ord; exact if_neg (show ¬ Later (fwd, u) (fwd, v) from h)
  have bb : ∀ (G : TwoTime R) (u v : ℝ),
      G.ord (bwd, u) (bwd, v) = if u < v then G.gt u v else G.lt u v := by
    intro G u v
    by_cases h : u < v
    · rw [if_pos h]; unfold TwoTime.ord; exact if_pos (show Later (bwd, u) (bwd, v) from h)
    · rw [if_neg h]; unfold TwoTime.ord; exact if_neg (show ¬ Later (bwd, u) (bwd, v) from h)
  have fb : ∀ (G : TwoTime R) (u v : ℝ), G.ord (fwd, u) (bwd, v) = G.lt u v := by
    intro G u v
    unfold TwoTime.ord
    exact if_neg (show ¬ Later (fwd, u) (bwd, v) from fun h => h)
  have bf : ∀ (G : TwoTime R) (u v : ℝ), G.ord (bwd, u) (fwd, v) = G.gt u v := by
    intro G u v
    unfold TwoTime.ord
    exact if_pos (show Later (bwd, u) (fwd, v) from trivial)
  have a1 := hA.1.uncurry_left t
  have a2 := hA.2.uncurry_left t
  have b1 := hB.1.uncurry_right t'
  have b2 := hB.2.uncurry_right t'
  unfold TwoTime.ord
  by_cases hl : Later (b, t) (b', t')
  on_goal 1 =>
    rw [if_pos hl]
    refine step (fun s => (A.gt t s - A.lt t s) * B.gt s t')
      (fun s => A.gt t s * (B.gt s t' - B.lt s t')) ((a1.sub a2).mul b1) (a1.mul (b1.sub b2)) ?_
  on_goal 2 =>
    rw [if_neg hl]
    refine step (fun s => (A.gt t s - A.lt t s) * B.lt s t')
      (fun s => A.lt t s * (B.gt s t' - B.lt s t')) ((a1.sub a2).mul b2) (a2.mul (b1.sub b2)) ?_
  -- check every choice of branches and every position of s relative to t and t'
  all_goals
    intro s hs hs'
    rcases tri s t hs with ⟨h1, h2, h3⟩ | ⟨h1, h2, h3⟩ <;>
    rcases tri s t' hs' with ⟨k1, k2, k3⟩ | ⟨k1, k2, k3⟩ <;>
    cases b <;> cases b' <;>
    simp only [ff, fb, bf, bb, h1, h2, h3, k1, k2, k3, ↓reduceIte] <;>
    first
      | abel1
      | (simp only [mul_sub, sub_mul]; abel1)
      | (noncomm_ring; done)
      | (simp; done)
      | (exfalso; simp [Later] at hl <;> linarith)
```

The proof turns on `intervalIntegral.integral_congr_ae`, which equates the integrals of functions that agree almost everywhere. Pointwise agreement can fail: for $z$ forward and $w=z$, the ordered value is $A^<(t,t)$, while the table with $\theta(0)=1$ gives $A^>(t,t)$. Mathlib treats "almost everywhere" as the filter `ae volume` of sets with null complement. The fact `n` puts the complement of any single point in it, and `filter_upwards [n t, n t']` intersects two such sets, leaving the pointwise claim with $s\neq t$ and $s\neq t'$ as hypotheses.

## (f) Lesser rule

Under the hypotheses of (e), kept from here on, show that $t$ forward and $t'$ backward give
$$(A*B)(z,z')=\int_{t_0}^{t}(A^>-A^<)B^<\,ds-\int_{t_0}^{t'}A^<(B^>-B^<)\,ds .$$

*Solution.* A forward point is never later than a backward one, so (e) selects $L^<$.

```lean
/-- Langreth rule for the lesser component: with `t` forward and `t'` backward the contour
convolution is `∫_{t0}^{t} (A> - A<) B< - ∫_{t0}^{t'} A< (B> - B<)`. -/
theorem langreth_lesser {A B : TwoTime R} (hA : A.Cont) (hB : B.Cont) {t0 T t t' : ℝ}
    (ht : t ∈ Icc t0 T) (ht' : t' ∈ Icc t0 T) :
    contourConv t0 T A B (fwd, t) (bwd, t')
      = (∫ s in t0..t, (A.gt t s - A.lt t s) * B.lt s t')
        - ∫ s in t0..t', A.lt t s * (B.gt s t' - B.lt s t') := by
  have h : ¬ Later (fwd, t) (bwd, t') := by simp [Later]
  rw [contourConv_eq hA hB ht ht', TwoTime.ord, if_neg h]
  rfl
```

## (g) Greater rule

Show that $t$ backward and $t'$ forward give $L^>(t,t')$.

*Solution.* A backward point is always later than a forward one; apply (e).

```lean
/-- Langreth rule for the greater component: with `t` backward and `t'` forward the contour
convolution is `∫_{t0}^{t} (A> - A<) B> - ∫_{t0}^{t'} A> (B> - B<)`. -/
theorem langreth_greater {A B : TwoTime R} (hA : A.Cont) (hB : B.Cont) {t0 T t t' : ℝ}
    (ht : t ∈ Icc t0 T) (ht' : t' ∈ Icc t0 T) :
    contourConv t0 T A B (bwd, t) (fwd, t')
      = (∫ s in t0..t, (A.gt t s - A.lt t s) * B.gt s t')
        - ∫ s in t0..t', A.gt t s * (B.gt s t' - B.lt s t') := by
  have h : Later (bwd, t) (fwd, t') := by simp [Later]
  rw [contourConv_eq hA hB ht ht', TwoTime.ord, if_pos h]
  rfl
```

## (h) Turning point

Show that, on any branches, replacing $T$ by any $T'\ge t,t'$ leaves the convolution unchanged.

*Solution.* Part (e) applies to $T$ and to $T'$, and $L^{\gtrless}$ contains neither.

```lean
/-- The contour convolution is the same for any two turning points `T`, `T'` that are not
earlier than the two external times. -/
theorem turning_point_independent {A B : TwoTime R} (hA : A.Cont) (hB : B.Cont)
    {t0 T T' t t' : ℝ} (ht : t ∈ Icc t0 T) (ht' : t' ∈ Icc t0 T) (h : t ≤ T') (h' : t' ≤ T')
    (b b' : Branch) :
    contourConv t0 T A B (b, t) (b', t') = contourConv t0 T' A B (b, t) (b', t') := by
  rw [contourConv_eq hA hB ht ht', contourConv_eq hA hB (T := T') ⟨ht.1, h⟩ ⟨ht'.1, h'⟩]
```

## (i) Retarded-advanced form

Show that the convolution in (f) equals $\int_{t_0}^T(A^RB^<+A^<B^A)\,ds$.

*Solution.* Since $A^R(t,s)=\theta\Delta A$ and $B^A(s,t')=-\theta'\Delta B$, the integrand is $D^<$ at every $s$. Read (c) from right to left in (f).

```lean
/-- The lesser Langreth rule in retarded-advanced form: `∫_{t0}^{T} (A^R B< + A< B^A)`. -/
theorem langreth_lesser_ret_adv {A B : TwoTime R} (hA : A.Cont) (hB : B.Cont) {t0 T t t' : ℝ}
    (ht : t ∈ Icc t0 T) (ht' : t' ∈ Icc t0 T) :
    contourConv t0 T A B (fwd, t) (bwd, t')
      = ∫ s in t0..T, (A.ret t s * B.lt s t' + A.lt t s * B.adv s t') := by
  have c1 : Continuous fun s => (A.gt t s - A.lt t s) * B.lt s t' :=
    ((hA.1.uncurry_left t).sub (hA.2.uncurry_left t)).mul (hB.2.uncurry_right t')
  have c2 : Continuous fun s => A.lt t s * (B.gt s t' - B.lt s t') :=
    (hA.2.uncurry_left t).mul ((hB.1.uncurry_right t').sub (hB.2.uncurry_right t'))
  rw [langreth_lesser hA hB ht ht', ← integral_cut_sub ht ht' c1 c2]
  congr 1
  funext s
  simp only [TwoTime.ret, TwoTime.adv]
  split_ifs <;> first | (simp; done) | noncomm_ring
```

## (j) Greater minus lesser

Show that the convolution in (g) minus that in (f) equals $\int_{t'}^{t}\Delta A\,\Delta B\,ds$, an oriented integral valid for either order of $t$ and $t'$.

*Solution.* Subtracting under each integral (`e1`, `e2`),
$$L^>-L^<=\int_{t_0}^{t}\Delta A\,(B^>-B^<)\,ds-\int_{t_0}^{t'}(A^>-A^<)\,\Delta B\,ds ,$$
and both integrands are $\Delta A\,\Delta B$, so the stretch from $t_0$ cancels.

```lean
/-- The greater minus the lesser contour convolution is `∫_{t'}^{t} (A> - A<)(B> - B<)`. -/
theorem greater_sub_lesser {A B : TwoTime R} (hA : A.Cont) (hB : B.Cont) {t0 T t t' : ℝ}
    (ht : t ∈ Icc t0 T) (ht' : t' ∈ Icc t0 T) :
    contourConv t0 T A B (bwd, t) (fwd, t') - contourConv t0 T A B (fwd, t) (bwd, t')
      = ∫ s in t'..t, (A.gt t s - A.lt t s) * (B.gt s t' - B.lt s t') := by
  have i : ∀ {f g : ℝ → R} (u : ℝ), Continuous f → Continuous g →
      IntervalIntegrable (fun s => f s * g s) volume t0 u := fun u hf hg =>
    (hf.mul hg).intervalIntegrable _ _
  have a : Continuous fun s => A.gt t s - A.lt t s :=
    (hA.1.uncurry_left t).sub (hA.2.uncurry_left t)
  have c : Continuous fun s => B.gt s t' - B.lt s t' :=
    (hB.1.uncurry_right t').sub (hB.2.uncurry_right t')
  have e1 := intervalIntegral.integral_sub (i t a (hB.1.uncurry_right t'))
    (i t a (hB.2.uncurry_right t'))
  have e2 := intervalIntegral.integral_sub (i t' (hA.1.uncurry_left t) c)
    (i t' (hA.2.uncurry_left t) c)
  simp only [← mul_sub] at e1
  simp only [← sub_mul] at e2
  rw [langreth_greater hA hB ht ht', langreth_lesser hA hB ht ht',
    ← intervalIntegral.integral_interval_sub_left (i t a c) (i t' a c), e1, e2]
  abel

end

end KeldyshConvolution
```

```lean
#print axioms KeldyshConvolution.contourConv_eq
#print axioms KeldyshConvolution.turning_point_independent
#print axioms KeldyshConvolution.langreth_lesser_ret_adv
#print axioms KeldyshConvolution.greater_sub_lesser
```

```
'KeldyshConvolution.contourConv_eq' depends on axioms: [propext, Classical.choice, Quot.sound]
'KeldyshConvolution.turning_point_independent' depends on axioms: [propext, Classical.choice, Quot.sound]
'KeldyshConvolution.langreth_lesser_ret_adv' depends on axioms: [propext, Classical.choice, Quot.sound]
'KeldyshConvolution.greater_sub_lesser' depends on axioms: [propext, Classical.choice, Quot.sound]
```
